# For a bounded Newtonian trajectory in a C¹ potential, the average virial imbalance is at most 2mRs/T in size

A particle of unit mass in the potential U(x) = x²/2 oscillates as q(τ) = sin τ, with velocity v(τ) = cos τ. Twice its kinetic energy minus q U'(q) is cos²τ − sin²τ, which is the derivative of sin τ cos τ. Its average over a run of length T is therefore

(sin T cos T)/T.

The integral never exceeds 1/2 in size, so the average decays because a bounded quantity is divided by T.

The same happens for any bounded trajectory q of a particle of mass m, with velocity v, in a smooth enough potential U. The virial imbalance

m‖v‖² − ⟨q, ∇U(q)⟩

is the time derivative of G = ⟨m v, q⟩. If ‖q‖ ≤ R and ‖v‖ ≤ s during the run, its average is at most 2mRs/T in absolute value. Here T is the run length, not a temperature or a kinetic energy.

## Newton's law with the whole force in ∇U

Physically, every force on the particle must come from U. By hand, the law enters through the product rule:

G' = ⟨(m v)', q⟩ + ⟨m v, v⟩ = −⟨∇U(q), q⟩ + m‖v‖².

In Lean, positions live in a real Hilbert space `E`, which includes ℝⁿ; the letter does not denote energy. Several particles of equal mass fit if q collects all their coordinates, and R and s then bound the norms of the full vectors.

```lean
import Mathlib

open Filter Topology Set

namespace VirialAverage

noncomputable section

variable {E : Type*} [NormedAddCommGroup E] [InnerProductSpace ℝ E] [CompleteSpace E]
```

`NewtonPath` requires an exact solution at every real time, before and after the run as well.

```lean
/-- Newton's equation of motion for a particle of mass `m` in the potential `U`: `v` is the
velocity of the path `q`, and the momentum `m v` changes at the rate `-∇U(q)`. -/
structure NewtonPath (m : ℝ) (U : E → ℝ) (q v : ℝ → E) : Prop where
  velocity : ∀ τ, HasDerivAt q (v τ) τ
  newton : ∀ τ, HasDerivAt (fun τ => m • v τ) (-gradient U (q τ)) τ
```

The name `scalarVirial` belongs to G, although many textbooks use "virial" for the force term.

```lean
/-- The scalar product of momentum and position, `G = ⟨m v, q⟩`. -/
def scalarVirial (m : ℝ) (q v : ℝ → E) (τ : ℝ) : ℝ := inner ℝ (m • v τ) (q τ)

/-- The instantaneous virial imbalance `m ‖v‖² - ⟨q, ∇U(q)⟩`. -/
def virialIntegrand (m : ℝ) (U : E → ℝ) (q v : ℝ → E) (τ : ℝ) : ℝ :=
  m * ‖v τ‖ ^ 2 - inner ℝ (q τ) (gradient U (q τ))

/-- The time average of an observable `f` over a run `[0, T]`, for `T > 0`. -/
def timeAverage (f : ℝ → ℝ) (T : ℝ) : ℝ := (∫ τ in (0 : ℝ)..T, f τ) / T
```

The next proof is the product rule: `h.newton` supplies the derivative of the momentum and `h.velocity` that of the position.

```lean
/-- Along a Newtonian path, the virial imbalance is the time derivative of `⟨m v, q⟩`. -/
theorem hasDerivAt_scalarVirial {m : ℝ} {U : E → ℝ} {q v : ℝ → E}
    (h : NewtonPath m U q v) (τ : ℝ) :
    HasDerivAt (scalarVirial m q v) (virialIntegrand m U q v τ) τ := by
  -- product rule, with Newton's law for the derivative of the momentum
  have hG := (h.newton τ).inner ℝ (h.velocity τ)
  refine hG.congr_deriv ?_
  simp only [virialIntegrand, real_inner_smul_left, inner_neg_left, real_inner_self_eq_norm_sq]
  rw [real_inner_comm (q τ) (gradient U (q τ))]
  ring
```

Suppose a particle with U = 0 bounces between hard walls at ±R with speed s > 0. The wall forces are missing from ∇U, and Newton's law in the form above fails at each bounce. The imbalance is ms² between bounces, so its average stays at ms² however long the run. This example and the failures described below are arguments in prose, not Lean theorems.

## Positive mass

The mass is the inertia that links momentum to velocity. By hand, its sign matters when |G| is bounded by m‖v‖‖q‖. Lean also uses m ≠ 0 to recover a continuous velocity from the continuous momentum.

```lean
/-- The velocity of a Newtonian path of positive mass is continuous in time. -/
theorem continuous_velocity {m : ℝ} {U : E → ℝ} {q v : ℝ → E} (hm : 0 < m)
    (h : NewtonPath m U q v) : Continuous v := by
  have hp : Continuous (fun τ => m • v τ) :=
    continuous_iff_continuousAt.2 fun τ => (h.newton τ).continuousAt
  exact (hp.const_smul m⁻¹).congr fun τ => inv_smul_smul₀ hm.ne' (v τ)
```

For negative m and positive R and s, the right-hand side 2mRs/T is negative and cannot bound an absolute value. Zero mass does no such harm: G vanishes identically, and so does its derivative, the imbalance.

## A force that varies continuously

A C¹ potential has a continuous force everywhere in space, which excludes hard walls and the Coulomb singularity. By hand, this permits integration of G':

∫₀ᵀ (m‖v‖² − ⟨q, ∇U(q)⟩) dτ = G(T) − G(0).

The Lean proof shows that v, q and the gradient are continuous, so the imbalance is integrable, and then applies the fundamental theorem of calculus.

```lean
/-- For positive mass and a C¹ potential, the virial imbalance integrated over a run is the
change of `⟨m v, q⟩` between its ends. -/
theorem integral_virial {m : ℝ} {U : E → ℝ} {q v : ℝ → E} (hm : 0 < m)
    (hU : ContDiff ℝ 1 U) (h : NewtonPath m U q v) (T : ℝ) :
    ∫ τ in (0 : ℝ)..T, virialIntegrand m U q v τ =
      scalarVirial m q v T - scalarVirial m q v 0 := by
  have hv := continuous_velocity hm h
  have hq : Continuous q := continuous_iff_continuousAt.2 fun τ => (h.velocity τ).continuousAt
  have hg : Continuous (gradient U) :=
    (InnerProductSpace.toDual ℝ E).symm.continuous.comp (hU.continuous_fderiv (by norm_num))
  have hi : Continuous (virialIntegrand m U q v) :=
    (continuous_const.mul (hv.norm.pow 2)).sub
      (continuous_inner.comp (hq.prodMk (hg.comp hq)))
  exact intervalIntegral.integral_eq_sub_of_hasDerivAt
    (fun τ _ => hasDerivAt_scalarVirial h τ) (hi.intervalIntegrable 0 T)
```

Continuity is more than this step needs. By hand, the identity also holds if the force jumps at finitely many times during the run, provided that q and v stay continuous and Newton's law holds between the jumps.

## Bounded position and velocity

The particle stays within distance R of the origin and moves no faster than s. The Cauchy–Schwarz inequality gives, at both ends of the run,

|G| ≤ m‖v‖‖q‖ ≤ mRs,

and hence, for T > 0,

|G(T) − G(0)|/T ≤ 2mRs/T.

In the proof, `hG` is the Cauchy–Schwarz step, `hd` combines the two ends, and the last lines divide by T.

```lean
/-- Finite-time virial bound: for positive mass and a C¹ potential, if `‖q‖ ≤ R` and `‖v‖ ≤ s`
during a run of length `T > 0`, the average virial imbalance is at most `2 m R s / T` in
absolute value. -/
theorem abs_virialAverage_le {m R s T : ℝ} {U : E → ℝ} {q v : ℝ → E} (hm : 0 < m)
    (hU : ContDiff ℝ 1 U) (h : NewtonPath m U q v) (hT : 0 < T)
    (hq : ∀ τ ∈ Icc 0 T, ‖q τ‖ ≤ R) (hv : ∀ τ ∈ Icc 0 T, ‖v τ‖ ≤ s) :
    |timeAverage (virialIntegrand m U q v) T| ≤ 2 * m * R * s / T := by
  -- Cauchy-Schwarz bounds the scalar virial at every time of the run
  have hG : ∀ τ ∈ Icc 0 T, |scalarVirial m q v τ| ≤ m * (R * s) := by
    intro τ hτ
    have h1 := hq τ hτ
    have h2 := hv τ hτ
    have hR : 0 ≤ R := (norm_nonneg _).trans h1
    calc |scalarVirial m q v τ| ≤ ‖m • v τ‖ * ‖q τ‖ := abs_real_inner_le_norm _ _
      _ = m * (‖q τ‖ * ‖v τ‖) := by
        rw [norm_smul, Real.norm_of_nonneg hm.le]; ring
      _ ≤ m * (R * s) := by gcongr
  have h0 := abs_le.1 (hG 0 ⟨le_rfl, hT.le⟩)
  have h1 := abs_le.1 (hG T ⟨hT.le, le_rfl⟩)
  have hd : |scalarVirial m q v T - scalarVirial m q v 0| ≤ 2 * m * R * s :=
    abs_le.2 ⟨by linarith [h0.2, h1.1], by linarith [h0.1, h1.2]⟩
  rw [timeAverage, integral_virial hm hU h, abs_div, abs_of_pos hT]
  gcongr
```

If the same R and s serve for all τ ≥ 0, the average is squeezed to zero as T grows.

```lean
/-- Virial theorem: for positive mass and a C¹ potential, if position and velocity stay bounded
at all times `τ ≥ 0`, the average virial imbalance tends to zero as the run grows. -/
theorem tendsto_virialAverage {m R s : ℝ} {U : E → ℝ} {q v : ℝ → E} (hm : 0 < m)
    (hU : ContDiff ℝ 1 U) (h : NewtonPath m U q v)
    (hq : ∀ τ, 0 ≤ τ → ‖q τ‖ ≤ R) (hv : ∀ τ, 0 ≤ τ → ‖v τ‖ ≤ s) :
    Tendsto (timeAverage (virialIntegrand m U q v)) atTop (𝓝 0) := by
  have hlim : Tendsto (fun T : ℝ => 2 * m * R * s / T) atTop (𝓝 0) :=
    tendsto_const_nhds.div_atTop tendsto_id
  refine squeeze_zero_norm' ?_ hlim
  filter_upwards [eventually_gt_atTop (0 : ℝ)] with T hT
  rw [Real.norm_eq_abs]
  exact abs_virialAverage_le hm hU h hT (fun τ hτ => hq τ hτ.1) (fun τ hτ => hv τ hτ.1)
```

Without a bound on position the limit can fail. A free particle that flies off at constant speed s > 0 has imbalance ms² for ever, so linear growth of ‖q‖ is already too much. In finite dimension the velocity bound follows from the position bound, since energy is conserved and U is bounded on a closed ball.

## Homogeneity, for a relation between energies

A potential is homogeneous of degree k if U(cx) = cᵏU(x) for all c > 0; a harmonic well centred at the origin, with U = 0 at its bottom, has k = 2. Differentiating both sides at c = 1 gives Euler's relation

⟨x, ∇U(x)⟩ = k U(x).

Lean computes the same derivative in two ways, as `h1` and `h2`, and uses its uniqueness.

```lean
/-- Euler's relation: a differentiable potential that is homogeneous of degree `k` satisfies
`⟨x, ∇U(x)⟩ = k U(x)`. -/
theorem euler_homogeneous {k : ℝ} {U : E → ℝ} (hU : Differentiable ℝ U)
    (hk : ∀ c : ℝ, 0 < c → ∀ x, U (c • x) = c ^ k * U x) (x : E) :
    inner ℝ x (gradient U x) = k * U x := by
  -- differentiate U(c x) = c^k U(x) at c = 1 in two ways
  have hl : HasDerivAt (fun c : ℝ => c • x) x 1 :=
    ((hasDerivAt_id' (1 : ℝ)).smul_const x).congr_deriv (one_smul ℝ x)
  have h1 := (hU x).hasFDerivAt.comp_hasDerivAt_of_eq (1 : ℝ) hl (one_smul ℝ x).symm
  have h2 : HasDerivAt (fun c : ℝ => c ^ k * U x) (k * U x) 1 :=
    ((Real.hasDerivAt_rpow_const (p := k) (Or.inl (one_ne_zero : (1 : ℝ) ≠ 0))).mul_const
      (U x)).congr_deriv (by rw [Real.one_rpow, mul_one])
  have he : (U ∘ fun c : ℝ => c • x) =ᶠ[𝓝 1] fun c : ℝ => c ^ k * U x := by
    filter_upwards [lt_mem_nhds (zero_lt_one : (0 : ℝ) < 1)] with c hc using hk c hc x
  have key := h1.unique (h2.congr_of_eventuallyEq he)
  rw [real_inner_comm, gradient, InnerProductSpace.toDual_symm_apply]
  exact key
```

The imbalance becomes 2(m‖v‖²/2) − k U(q). Splitting its average into two integrals bounds twice the mean kinetic energy minus k times the mean potential energy.

```lean
/-- For positive mass and a C¹ potential homogeneous of degree `k`, twice the mean kinetic energy
differs from `k` times the mean potential energy by at most `2 m R s / T`, if `‖q‖ ≤ R` and
`‖v‖ ≤ s` during the run of length `T > 0`. -/
theorem abs_energy_balance_le {m R s T k : ℝ} {U : E → ℝ} {q v : ℝ → E} (hm : 0 < m)
    (hU : ContDiff ℝ 1 U) (hk : ∀ c : ℝ, 0 < c → ∀ x, U (c • x) = c ^ k * U x)
    (h : NewtonPath m U q v) (hT : 0 < T)
    (hq : ∀ τ ∈ Icc 0 T, ‖q τ‖ ≤ R) (hv : ∀ τ ∈ Icc 0 T, ‖v τ‖ ≤ s) :
    |2 * timeAverage (fun τ => m / 2 * ‖v τ‖ ^ 2) T - k * timeAverage (fun τ => U (q τ)) T|
      ≤ 2 * m * R * s / T := by
  have hvc := continuous_velocity hm h
  have hqc : Continuous q := continuous_iff_continuousAt.2 fun τ => (h.velocity τ).continuousAt
  have hf : virialIntegrand m U q v =
      fun τ => 2 * (m / 2 * ‖v τ‖ ^ 2) - k * U (q τ) := by
    funext τ
    rw [virialIntegrand, euler_homogeneous (hU.differentiable (by norm_num)) hk]
    ring
  have i1 : IntervalIntegrable (fun τ => 2 * (m / 2 * ‖v τ‖ ^ 2)) MeasureTheory.volume 0 T :=
    (continuous_const.mul (continuous_const.mul (hvc.norm.pow 2))).intervalIntegrable 0 T
  have i2 : IntervalIntegrable (fun τ => k * U (q τ)) MeasureTheory.volume 0 T :=
    (continuous_const.mul (hU.continuous.comp hqc)).intervalIntegrable 0 T
  have hmain := abs_virialAverage_le hm hU h hT hq hv
  have hA : ∫ τ in (0 : ℝ)..T, 2 * (m / 2 * ‖v τ‖ ^ 2) =
      2 * ∫ τ in (0 : ℝ)..T, m / 2 * ‖v τ‖ ^ 2 := intervalIntegral.integral_const_mul _ _
  have hB : ∫ τ in (0 : ℝ)..T, k * U (q τ) = k * ∫ τ in (0 : ℝ)..T, U (q τ) :=
    intervalIntegral.integral_const_mul _ _
  -- the virial average splits into the kinetic and the potential average
  have e : timeAverage (virialIntegrand m U q v) T =
      2 * timeAverage (fun τ => m / 2 * ‖v τ‖ ^ 2) T - k * timeAverage (fun τ => U (q τ)) T := by
    rw [hf]
    simp only [timeAverage]
    rw [intervalIntegral.integral_sub i1 i2, hA, hB]
    ring
  rw [← e]
  exact hmain
```

Adding the constant 1 to the oscillator's potential destroys homogeneity but leaves the motion unchanged. With k = 2, the energy difference then tends to −2 instead of 0. The Coulomb case k = −1 is excluded by the C¹ condition at the origin, unless U = 0.

## Two trajectories that test the bound

Free flight from −R to R takes the time T = 2R/s. G changes from −mRs to mRs, so the average is 2mRs/T = ms². The bound is attained, and its factor 2 cannot be lowered.

```lean
/-- Free flight on a line from `-R` to `R` at speed `s` obeys Newton's equation, stays within the
bounds `R` and `s` during the run `T = 2R/s`, and its average virial imbalance equals
`2 m R s / T`; both are `m s²`. Here `m`, `R` and `s` are positive. -/
theorem free_flight_attains_bound {m R s : ℝ} (hm : 0 < m) (hR : 0 < R) (hs : 0 < s) :
    NewtonPath m (fun _ : ℝ => (0 : ℝ)) (fun τ => s * τ - R) (fun _ => s) ∧
    (∀ τ ∈ Icc 0 (2 * R / s), ‖s * τ - R‖ ≤ R ∧ ‖s‖ ≤ s) ∧
    timeAverage (virialIntegrand m (fun _ : ℝ => (0 : ℝ)) (fun τ => s * τ - R) (fun _ => s))
      (2 * R / s) = m * s ^ 2 ∧
    2 * m * R * s / (2 * R / s) = m * s ^ 2 := by
  have hg : ∀ x : ℝ, gradient (fun _ : ℝ => (0 : ℝ)) x = 0 := fun x => by simp [gradient]
  have hN : NewtonPath m (fun _ : ℝ => (0 : ℝ)) (fun τ => s * τ - R) (fun _ => s) := by
    refine ⟨fun τ => ?_, fun τ => ?_⟩
    · exact (((hasDerivAt_id' τ).const_mul s).sub_const R).congr_deriv (mul_one s)
    · rw [hg, neg_zero]
      exact hasDerivAt_const τ (m • s)
  have e : s * (2 * R / s) = 2 * R := mul_div_cancel₀ (2 * R) hs.ne'
  have hb : 2 * m * R * s / (2 * R / s) = m * s ^ 2 := by
    rw [div_eq_iff (by positivity)]
    linear_combination (-(m * s)) * e
  refine ⟨hN, fun τ hτ => ⟨?_, (Real.norm_of_nonneg hs.le).le⟩, ?_, hb⟩
  · have h1 := (le_div_iff₀ hs).1 hτ.2
    have h2 := mul_nonneg hs.le hτ.1
    rw [Real.norm_eq_abs, abs_le]
    constructor <;> linarith
  · rw [← hb, timeAverage, integral_virial hm contDiff_const hN]
    simp only [scalarVirial, smul_eq_mul, RCLike.inner_apply, conj_trivial]
    rw [e]
    congr 1
    ring
```

The oscillator from the beginning satisfies Newton's law, and its integral sin T cos T keeps returning to 1/2. No rate faster than 1/T can therefore hold for all bounded trajectories.

```lean
/-- The oscillation `q = sin τ`, `v = cos τ` obeys Newton's equation with unit mass in the
potential `x²/2`, and its virial imbalance integrated over `[0, T]` is `sin T cos T`. -/
theorem harmonic_oscillator_witness :
    NewtonPath 1 (fun x : ℝ => x ^ 2 / 2) Real.sin Real.cos ∧
    ∀ T : ℝ, ∫ τ in (0 : ℝ)..T,
      virialIntegrand 1 (fun x : ℝ => x ^ 2 / 2) Real.sin Real.cos τ =
        Real.sin T * Real.cos T := by
  have hg : ∀ x : ℝ, gradient (fun y : ℝ => y ^ 2 / 2) x = x := by
    intro x
    have hd : HasDerivAt (fun y : ℝ => y ^ 2 / 2) x x :=
      ((hasDerivAt_pow 2 x).div_const 2).congr_deriv (by norm_num)
    rw [gradient_eq_deriv', hd.deriv]
  have hN : NewtonPath 1 (fun x : ℝ => x ^ 2 / 2) Real.sin Real.cos := by
    refine ⟨Real.hasDerivAt_sin, fun τ => ?_⟩
    rw [hg]
    simpa using Real.hasDerivAt_cos τ
  refine ⟨hN, fun T => ?_⟩
  rw [integral_virial one_pos (by fun_prop) hN]
  simp only [scalarVirial, smul_eq_mul, RCLike.inner_apply, conj_trivial, Real.sin_zero]
  ring

end

end VirialAverage
```

```lean
#print axioms VirialAverage.abs_virialAverage_le
-- 'VirialAverage.abs_virialAverage_le' depends on axioms: [propext, Classical.choice, Quot.sound]
#print axioms VirialAverage.tendsto_virialAverage
-- 'VirialAverage.tendsto_virialAverage' depends on axioms: [propext, Classical.choice, Quot.sound]
#print axioms VirialAverage.abs_energy_balance_le
-- 'VirialAverage.abs_energy_balance_le' depends on axioms: [propext, Classical.choice, Quot.sound]
#print axioms VirialAverage.free_flight_attains_bound
-- 'VirialAverage.free_flight_attains_bound' depends on axioms: [propext, Classical.choice, Quot.sound]
```

In classical molecular dynamics, the bound estimates how far a finite run of an isolated, bounded cluster of equal-mass particles can be from virial balance, provided that the trajectory is exact and the potential is C¹. Lennard-Jones and Coulomb pair potentials are singular where two particles meet, so the Lean theorem does not cover them as it stands. The argument by hand still works for them if no two particles meet during the run, because the force is then continuous along the trajectory. The passage to a trajectory computed with finite time steps needs a separate error estimate. The bound also concerns this one combination only: the mean kinetic energy by itself may converge more slowly.
